# For positive amplitudes, the mixed average lies between the variational and the pure one when the observable is ordered like their ratio

## Reading the direction of the remaining bias

After a diffusion Monte Carlo run one often has two numbers for an observable such as the density or the mean square radius: the variational average, taken with the trial function alone, and the mixed average, taken with the product of trial and projected function. The pure average, taken with the projected function alone, is the one wanted. A common step is to look at the sign of the change from variational to mixed and to expect the pure value further on in the same direction.

For positive amplitudes on a finite configuration set, this step is sound if the ratio of projected to trial amplitude is ordered like the observable, or oppositely to it. Without such an ordering it can fail already for three configurations.

## Three weights for one observable

Let $i$ run over a finite, nonempty set of configurations. Let $\psi_i>0$ be the trial amplitude, $\varphi_i>0$ the projected amplitude, and $O_i$ the real value of a diagonal observable. For positive weights $w_i$ write
$$\langle O\rangle_w=\frac{\sum_i w_iO_i}{\sum_i w_i}.$$
The variational, mixed and pure averages have the weights $\psi^2$, $\varphi\psi$ and $\varphi^2$. The normalisation of $\psi$ and $\varphi$ cancels in all three.

Let $r_i=\varphi_i/\psi_i$. The ordering hypothesis is
$$(r_i-r_j)(O_i-O_j)\ge 0\qquad\text{for all } i,j.$$
It says that wherever projection raises the amplitude more, relative to the trial function, the observable is not smaller. An example is a Gaussian trial function that is narrower than a Gaussian $\varphi$, both centred at $x=0$: on a grid of points $x$, the ratio grows with $x^2$, and so does the observable $x^2$.

## The ordering in formal terms

Under this hypothesis,
$$\langle O\rangle_{\psi^2}\le\langle O\rangle_{\varphi\psi}\le\langle O\rangle_{\varphi^2}.$$
This is `variational_le_mixed_le_pure`. The finite type `ι` is the configuration set, and `ψ`, `φ` and `O` are real functions on it. `average w O` is $\langle O\rangle_w$, and `Comonotone r O` is the ordering condition for all pairs. The hypotheses `hψ` and `hφ` state positivity, and `h` states the ordering for $r=\varphi/\psi$.

Four further theorems complete the picture:

- `pure_le_mixed_le_variational` reverses the chain when $\varphi/\psi$ is ordered like $-O$.
- `mixed_eq_pure_iff` says that, under the ordering hypothesis, the mixed and pure averages agree exactly when every pair of configurations agrees in $\varphi/\psi$ or in $O$.
- `interpolated_average_monotone` says that, under the same hypothesis, the average with weight $\psi^{2-t}\varphi^t$ is nondecreasing in real $t$. The values $t=0,1,2$ give the three averages above.
- `mixed_above_both` gives a case without the ordering in which the mixed average is the largest of the three.

The ordering is assumed and not derived from a Hamiltonian; nothing in the theorems requires $\varphi$ to be a ground state. Continuous configuration space, observables that are not diagonal, and the statistical, time-step and population errors of a run lie beyond the model. Positivity fits the ground state of spinless bosons in a real potential, without magnetic field or rotation. For a fixed-node pair with equal signs on configurations away from the nodes, one can take absolute values, which changes neither the three weights nor the ratio.

## Reweighting as a sum over pairs

Take positive weights $w_i$ and a positive factor $r_i$, and expand
$$w_iw_j(r_i-r_j)(O_i-O_j)=w_iw_j\,(r_iO_i-r_iO_j-r_jO_i+r_jO_j).$$
Sum over all $i$ and $j$. The first and last terms each give $(\sum_i w_ir_iO_i)(\sum_i w_i)$, and the two middle terms each give $-(\sum_i w_ir_i)(\sum_i w_iO_i)$. Therefore
$$2\Big[\sum_i w_ir_iO_i\sum_i w_i-\sum_i w_ir_i\sum_i w_iO_i\Big]=\sum_{i,j}w_iw_j(r_i-r_j)(O_i-O_j).$$
Dividing by $2\sum_i w_i\sum_i w_ir_i>0$ gives
$$\langle O\rangle_{wr}-\langle O\rangle_w=\frac{\sum_{i,j}w_iw_j(r_i-r_j)(O_i-O_j)}{2\sum_i w_i\,\sum_i w_ir_i}.$$
If $r$ and $O$ are similarly ordered, every term on the right is nonnegative, so reweighting does not lower the average.

Now set $r=\varphi/\psi$ and use this twice. Since $\psi^2r=\varphi\psi$, the first step leads from the variational to the mixed average. Since $\varphi\psi\,r=\varphi^2$, the second leads from the mixed to the pure one. Replacing $O$ by $-O$ changes the sign of every average and gives the reversed chain.

## When the bias vanishes, and other powers of the ratio

Let $r$ and $O$ again be similarly ordered, so that no term of the pair sum is negative. A sum of nonnegative terms is zero only if each term is zero. As $w_iw_j>0$, the average is unchanged exactly when $r_i=r_j$ or $O_i=O_j$ for each pair.

This condition is stronger than it looks. Suppose $r_i\ne r_j$ for some pair, so that $O_i=O_j$. Any third configuration $k$ differs in $r$ from $i$ or from $j$, and hence has the same value of $O$. So either $\varphi$ is proportional to $\psi$ or $O$ is constant.

For the interpolated weights, let $s\le t$. Then
$$\psi^{2-s}\varphi^s\,r^{t-s}=\psi^{2-t}\varphi^t.$$
The factor $r^{t-s}$ is positive, and because $t-s\ge0$ it is a nondecreasing function of $r$. It is therefore still ordered like $O$, and the reweighting result applies.

## One, two and three configurations

With one configuration, all three averages equal the single value of $O$.

With two configurations there is only one pair to compare, so $\varphi/\psi$ is ordered like $O$ or like $-O$, and the mixed average always lies between the other two. Take $\psi=(1,1)$, $\varphi=(1,2)$ and $O=(0,1)$; the normalised amplitudes are $(1,1)/\sqrt2$ and $(1,2)/\sqrt5$. The averages are
$$\langle O\rangle_{\psi^2}=\tfrac12,\qquad \langle O\rangle_{\varphi\psi}=\tfrac23,\qquad \langle O\rangle_{\varphi^2}=\tfrac45.$$
For the first step $w=(1,1)$ and $r=(1,2)$. The pair sum is $2$, the denominator is $2\cdot2\cdot3=12$, and the change is $1/6=2/3-1/2$.

With three configurations, numbered $0,1,2$, take $\psi=(1,1,1)$, $\varphi=(1,3,4)$ and $O=(0,1,0)$. The normalised amplitudes are $(1,1,1)/\sqrt3$ and $(1,3,4)/\sqrt{26}$. The variational, mixed and pure averages are $1/3$, $3/8$ and $9/26\approx0.346$. The average rises from variational to mixed, yet the pure value is below the mixed one. The pair $(1,2)$ violates the ordering, since $(3-4)(1-0)=-1$, and the pair $(0,1)$ violates the opposite ordering, since $(1-3)(0-1)=2$. Positivity of the amplitudes alone thus does not place the mixed value between the other two.

## The Lean file

```lean
import Mathlib

open Finset

namespace MixedEstimatorBias

noncomputable section

variable {ι : Type*} [Fintype ι]

/-- The average of a diagonal observable `O` over configurations with weights `w`,
defined for nonzero total weight. -/
def average (w O : ι → ℝ) : ℝ := (∑ i, w i * O i) / ∑ i, w i

/-- Two functions of the configuration are similarly ordered: between any two configurations
they never change in opposite directions. -/
def Comonotone (r O : ι → ℝ) : Prop := ∀ i j, 0 ≤ (r i - r j) * (O i - O j)

/-- The cross-multiplied change of an average under the reweighting `w → w r` is a sum over
pairs of configurations. -/
theorem reweighting_identity (w r O : ι → ℝ) :
    2 * ((∑ i, w i * r i * O i) * (∑ i, w i) - (∑ i, w i * r i) * (∑ i, w i * O i))
      = ∑ i, ∑ j, w i * w j * ((r i - r j) * (O i - O j)) := by
  have h : ∀ i j, w i * w j * ((r i - r j) * (O i - O j))
      = (w i * r i * O i) * w j - (w i * r i) * (w j * O j)
        - (w i * O i) * (w j * r j) + w i * (w j * r j * O j) := by
    intro i j
    ring
  simp only [h, Finset.sum_add_distrib, Finset.sum_sub_distrib, ← Finset.mul_sum,
    ← Finset.sum_mul]
  ring

/-- Reweighting positive weights by a positive factor that is ordered like the observable
does not lower the average. -/
theorem average_le_reweighted [Nonempty ι] {w r O : ι → ℝ} (hw : ∀ i, 0 < w i)
    (hr : ∀ i, 0 < r i) (h : Comonotone r O) :
    average w O ≤ average (fun i => w i * r i) O := by
  have hW : 0 < ∑ i, w i := Finset.sum_pos (fun i _ => hw i) Finset.univ_nonempty
  have hR : 0 < ∑ i, w i * r i :=
    Finset.sum_pos (fun i _ => mul_pos (hw i) (hr i)) Finset.univ_nonempty
  have hid := reweighting_identity w r O
  -- every pair contributes with a nonnegative sign
  have hn : 0 ≤ ∑ i, ∑ j, w i * w j * ((r i - r j) * (O i - O j)) :=
    Finset.sum_nonneg fun i _ => Finset.sum_nonneg fun j _ =>
      mul_nonneg (mul_pos (hw i) (hw j)).le (h i j)
  simp only [average]
  rw [div_le_div_iff₀ hW hR]
  nlinarith

/-- For positive weights and a positive, similarly ordered factor, reweighting leaves the average
unchanged exactly when any two configurations agree in the factor or in the observable. -/
theorem average_eq_reweighted_iff [Nonempty ι] {w r O : ι → ℝ} (hw : ∀ i, 0 < w i)
    (hr : ∀ i, 0 < r i) (h : Comonotone r O) :
    average w O = average (fun i => w i * r i) O ↔ ∀ i j, r i = r j ∨ O i = O j := by
  have hW : 0 < ∑ i, w i := Finset.sum_pos (fun i _ => hw i) Finset.univ_nonempty
  have hR : 0 < ∑ i, w i * r i :=
    Finset.sum_pos (fun i _ => mul_pos (hw i) (hr i)) Finset.univ_nonempty
  have hid := reweighting_identity w r O
  have hn : ∀ i j, 0 ≤ w i * w j * ((r i - r j) * (O i - O j)) := fun i j =>
    mul_nonneg (mul_pos (hw i) (hw j)).le (h i j)
  simp only [average]
  rw [div_eq_div_iff hW.ne' hR.ne']
  constructor
  · intro he i j
    -- a vanishing sum of nonnegative pair terms has only vanishing terms
    have hz : ∑ i, ∑ j, w i * w j * ((r i - r j) * (O i - O j)) = 0 :=
      hid.symm.trans (by linear_combination (-2) * he)
    have hi := (Finset.sum_eq_zero_iff_of_nonneg
      (fun i _ => Finset.sum_nonneg fun j _ => hn i j)).1 hz i (Finset.mem_univ i)
    have hij := (Finset.sum_eq_zero_iff_of_nonneg
      (fun j _ => hn i j)).1 hi j (Finset.mem_univ j)
    have hww := (mul_pos (hw i) (hw j)).ne'
    rcases mul_eq_zero.1 ((mul_eq_zero.1 hij).resolve_left hww) with h1 | h1
    · exact Or.inl (sub_eq_zero.1 h1)
    · exact Or.inr (sub_eq_zero.1 h1)
  · intro hc
    have hz : ∑ i, ∑ j, w i * w j * ((r i - r j) * (O i - O j)) = 0 :=
      Finset.sum_eq_zero fun i _ => Finset.sum_eq_zero fun j _ => by
        rcases hc i j with h1 | h1 <;> simp [h1]
    linear_combination (-1 / 2) * (hid.trans hz)

/-- For positive amplitudes `ψ` and `φ` whose ratio `φ/ψ` is ordered like the observable, the
mixed average lies between the variational average (below) and the pure average (above). -/
theorem variational_le_mixed_le_pure [Nonempty ι] {ψ φ O : ι → ℝ} (hψ : ∀ i, 0 < ψ i)
    (hφ : ∀ i, 0 < φ i) (h : Comonotone (fun i => φ i / ψ i) O) :
    average (fun i => ψ i ^ 2) O ≤ average (fun i => φ i * ψ i) O ∧
      average (fun i => φ i * ψ i) O ≤ average (fun i => φ i ^ 2) O := by
  have hr : ∀ i, 0 < φ i / ψ i := fun i => div_pos (hφ i) (hψ i)
  -- each step multiplies the weight by the ratio of the amplitudes
  have e1 : (fun i => ψ i ^ 2 * (φ i / ψ i)) = fun i => φ i * ψ i := by
    funext i
    linear_combination ψ i * div_mul_cancel₀ (φ i) (hψ i).ne'
  have e2 : (fun i => φ i * ψ i * (φ i / ψ i)) = fun i => φ i ^ 2 := by
    funext i
    linear_combination φ i * div_mul_cancel₀ (φ i) (hψ i).ne'
  have h1 : average (fun i => ψ i ^ 2) O ≤ average (fun i => ψ i ^ 2 * (φ i / ψ i)) O :=
    average_le_reweighted (fun i => pow_pos (hψ i) 2) hr h
  have h2 : average (fun i => φ i * ψ i) O ≤ average (fun i => φ i * ψ i * (φ i / ψ i)) O :=
    average_le_reweighted (fun i => mul_pos (hφ i) (hψ i)) hr h
  rw [e1] at h1
  rw [e2] at h2
  exact ⟨h1, h2⟩

/-- For positive amplitudes whose ratio `φ/ψ` is ordered oppositely to the observable, the pure
average is lowest, the mixed one intermediate and the variational one highest. -/
theorem pure_le_mixed_le_variational [Nonempty ι] {ψ φ O : ι → ℝ} (hψ : ∀ i, 0 < ψ i)
    (hφ : ∀ i, 0 < φ i) (h : Comonotone (fun i => φ i / ψ i) (fun i => -O i)) :
    average (fun i => φ i ^ 2) O ≤ average (fun i => φ i * ψ i) O ∧
      average (fun i => φ i * ψ i) O ≤ average (fun i => ψ i ^ 2) O := by
  have hneg : ∀ w : ι → ℝ, average w (fun i => -O i) = -average w O := by
    intro w
    simp only [average, mul_neg, Finset.sum_neg_distrib, neg_div]
  obtain ⟨h1, h2⟩ := variational_le_mixed_le_pure hψ hφ h
  rw [hneg, hneg] at h1 h2
  exact ⟨neg_le_neg_iff.1 h2, neg_le_neg_iff.1 h1⟩

/-- For positive amplitudes whose ratio is ordered like the observable, the mixed average equals
the pure one exactly when any two configurations agree in `φ/ψ` or in the observable. -/
theorem mixed_eq_pure_iff [Nonempty ι] {ψ φ O : ι → ℝ} (hψ : ∀ i, 0 < ψ i)
    (hφ : ∀ i, 0 < φ i) (h : Comonotone (fun i => φ i / ψ i) O) :
    average (fun i => φ i * ψ i) O = average (fun i => φ i ^ 2) O ↔
      ∀ i j, φ i / ψ i = φ j / ψ j ∨ O i = O j := by
  have e2 : (fun i => φ i ^ 2) = fun i => φ i * ψ i * (φ i / ψ i) := by
    funext i
    linear_combination -φ i * div_mul_cancel₀ (φ i) (hψ i).ne'
  rw [e2]
  exact average_eq_reweighted_iff (fun i => mul_pos (hφ i) (hψ i))
    (fun i => div_pos (hφ i) (hψ i)) h

/-- For positive amplitudes whose ratio `φ/ψ` is ordered like the observable, the average with
weight `ψ^(2-t) φ^t` is nondecreasing in the real parameter `t`. -/
theorem interpolated_average_monotone [Nonempty ι] {ψ φ O : ι → ℝ} (hψ : ∀ i, 0 < ψ i)
    (hφ : ∀ i, 0 < φ i) (h : Comonotone (fun i => φ i / ψ i) O) :
    Monotone fun t : ℝ => average (fun i => ψ i ^ (2 - t) * φ i ^ t) O := by
  intro s t hst
  have hr : ∀ i, 0 < φ i / ψ i := fun i => div_pos (hφ i) (hψ i)
  -- a nonnegative power of the ratio keeps its ordering
  have hc : Comonotone (fun i => (φ i / ψ i) ^ (t - s)) O := by
    intro i j
    have hij : 0 ≤ (φ i / ψ i - φ j / ψ j) * (O i - O j) := h i j
    rcases lt_trichotomy (φ i / ψ i) (φ j / ψ j) with hl | he | hg
    · have hp := Real.rpow_le_rpow (hr i).le hl.le (sub_nonneg.2 hst)
      have hO : O i - O j ≤ 0 := by
        by_contra hcon
        nlinarith [mul_pos (sub_pos.2 hl) (not_le.1 hcon)]
      exact mul_nonneg_of_nonpos_of_nonpos (sub_nonpos.2 hp) hO
    · simp [he]
    · have hp := Real.rpow_le_rpow (hr j).le hg.le (sub_nonneg.2 hst)
      exact mul_nonneg (sub_nonneg.2 hp) (nonneg_of_mul_nonneg_right hij (sub_pos.2 hg))
  have e : (fun i => ψ i ^ (2 - s) * φ i ^ s * (φ i / ψ i) ^ (t - s))
      = fun i => ψ i ^ (2 - t) * φ i ^ t := by
    funext i
    have a : ψ i ^ (2 - s) = ψ i ^ (2 - t) * ψ i ^ (t - s) := by
      rw [← Real.rpow_add (hψ i)]
      congr 1
      ring
    have b : φ i ^ t = φ i ^ s * φ i ^ (t - s) := by
      rw [← Real.rpow_add (hφ i)]
      congr 1
      ring
    have c : (φ i / ψ i) ^ (t - s) * ψ i ^ (t - s) = φ i ^ (t - s) := by
      rw [← Real.mul_rpow (hr i).le (hψ i).le, div_mul_cancel₀ _ (hψ i).ne']
    rw [a, b]
    linear_combination ψ i ^ (2 - t) * φ i ^ s * c
  have key : average (fun i => ψ i ^ (2 - s) * φ i ^ s) O
      ≤ average (fun i => ψ i ^ (2 - s) * φ i ^ s * (φ i / ψ i) ^ (t - s)) O :=
    average_le_reweighted
      (fun i => mul_pos (Real.rpow_pos_of_pos (hψ i) _) (Real.rpow_pos_of_pos (hφ i) _))
      (fun i => Real.rpow_pos_of_pos (hr i) _) hc
  rw [e] at key
  exact key

/-- For `ψ = (1,1,1)`, `φ = (1,3,4)` and `O = (0,1,0)` the mixed average exceeds both the
variational and the pure average. -/
theorem mixed_above_both :
    average (fun i => (![1, 1, 1] : Fin 3 → ℝ) i ^ 2) ![0, 1, 0]
        < average (fun i => (![1, 3, 4] : Fin 3 → ℝ) i * (![1, 1, 1] : Fin 3 → ℝ) i) ![0, 1, 0] ∧
      average (fun i => (![1, 3, 4] : Fin 3 → ℝ) i ^ 2) ![0, 1, 0]
        < average (fun i => (![1, 3, 4] : Fin 3 → ℝ) i * (![1, 1, 1] : Fin 3 → ℝ) i)
            ![0, 1, 0] := by
  constructor <;> norm_num [average, Fin.sum_univ_succ]

end

end MixedEstimatorBias
```

```lean
#print axioms MixedEstimatorBias.variational_le_mixed_le_pure
-- 'MixedEstimatorBias.variational_le_mixed_le_pure' depends on axioms: [propext, Classical.choice, Quot.sound]
#print axioms MixedEstimatorBias.pure_le_mixed_le_variational
-- 'MixedEstimatorBias.pure_le_mixed_le_variational' depends on axioms: [propext, Classical.choice, Quot.sound]
#print axioms MixedEstimatorBias.interpolated_average_monotone
-- 'MixedEstimatorBias.interpolated_average_monotone' depends on axioms: [propext, Classical.choice, Quot.sound]
#print axioms MixedEstimatorBias.mixed_above_both
-- 'MixedEstimatorBias.mixed_above_both' depends on axioms: [propext, Classical.choice, Quot.sound]
```

## From the pair identity to the theorems

`reweighting_identity` is the double-sum formula before division. Its local statement `h` expands one pair term, `simp only` splits the double sum into products of single sums, and `ring` collects them. No sign condition enters here.

`average_le_reweighted` adds the signs. `hW` and `hR` say that the two total weights are positive, and `hn` says that the pair sum is nonnegative. After `div_le_div_iff₀` has cross-multiplied the two averages, `nlinarith` obtains the inequality from `hid` and `hn`.

`average_eq_reweighted_iff` treats equality. In the forward direction, equal averages make the double sum zero. `Finset.sum_eq_zero_iff_of_nonneg` is applied once to the outer and once to the inner sum, so that each pair term is zero. Removing the positive factor $w_iw_j$ leaves $r_i=r_j$ or $O_i=O_j$. In the other direction every pair term vanishes, and the identity returns the equality of the averages.

In `variational_le_mixed_le_pure`, the equations `e1` and `e2` are $\psi^2r=\varphi\psi$ and $\varphi\psi\,r=\varphi^2$, and `h1` and `h2` are the two reweighting steps. `pure_le_mixed_le_variational` applies this theorem to $-O$ and uses `hneg` to take the minus sign out of each average. `mixed_eq_pure_iff` is the equality criterion for the second step, with $w=\varphi\psi$.

In `interpolated_average_monotone`, `hc` shows that $r^{t-s}$ is ordered like $O$. It distinguishes whether $r_i$ is smaller than, equal to or larger than $r_j$; in the unequal cases the hypothesis fixes the sign of $O_i-O_j$, and `Real.rpow_le_rpow` fixes that of the difference of powers. The equation `e` is the identity between the weights, obtained from the rules for real powers of positive numbers, and `key` is the reweighting inequality for that factor.

For `mixed_above_both`, `norm_num` evaluates the sums over the three configurations and compares the resulting fractions.
